# A lower bound on the energy of equal charges in a harmonic trap, attained by centred regular simplices

A numerical search for the lowest-energy arrangement of charges in a trap can stop once a candidate's energy equals a lower bound valid for every arrangement. For $N\ge 1$ unit charges at distinct positions $x_i$, in an isotropic trap of force constant $k>0$, such a bound is

$$\frac k2\sum_i\|x_i\|^2+\sum_{i<j}\frac1{\|x_i-x_j\|}\;\ge\;\frac34N(N-1)\Big(\frac kN\Big)^{1/3}.$$

Equality holds exactly when $\sum_i x_i=0$ and every pair distance is $(N/k)^{1/3}$. This is possible for at most three charges in a plane and at most four in three-dimensional space; with more charges the energy is always strictly above the bound.

The left side is the potential energy of electrons in a parabolic quantum dot, with the Coulomb constant and the charge set to 1. In a Wigner molecule, a quantum state of such electrons, their repulsion localises them relative to one another; here the particles are classical points at rest. The kinetic energy of real electrons is nonnegative, so the bound also holds for their total energy, though it is then not attained. For two or more electrons in a weak trap, the ground state's kinetic energy is small compared with its potential energy.

## Charges, trap and repulsion

Positions lie in a real inner product space, which may be $\mathbb R^d$. In the code this space is called `E`; the letter does not denote an energy.

```lean
import Mathlib

open Finset

namespace WignerMolecule

noncomputable section

variable {E : Type*} [NormedAddCommGroup E] [InnerProductSpace ℝ E] {N : ℕ}
```

Particles are labelled by `Fin N`, and a pair is an index pair with $i<j$, so there is no self-interaction.

```lean
/-- The pairs of particles, each counted once. -/
def pairs (N : ℕ) : Finset (Fin N × Fin N) := univ.filter (fun p => p.1 < p.2)
```

The trap energy is $\frac k2\sum_i\|x_i\|^2$.

```lean
/-- Potential energy of the particles in an isotropic harmonic trap of force constant `k`. -/
def trapEnergy (k : ℝ) (x : Fin N → E) : ℝ := k / 2 * ∑ i, ‖x i‖ ^ 2
```

The repulsion is $\sum_{i<j}1/\|x_i-x_j\|$.

```lean
/-- Coulomb repulsion of unit charges, for particles at distinct positions. -/
def repulsion (x : Fin N → E) : ℝ := ∑ p ∈ pairs N, 1 / ‖x p.1 - x p.2‖
```

The energy $V$ of the charges at rest is the sum of the two.

```lean
/-- Total classical energy of the trapped charges, for particles at distinct positions. -/
def energy (k : ℝ) (x : Fin N → E) : ℝ := trapEnergy k x + repulsion x
```

## The trap as springs between pairs

For symmetric $f$, the terms with $i<j$ and those with $i>j$ contribute equally:

$$\sum_{i,j}f_{ij}=2\sum_{i<j}f_{ij}+\sum_i f_{ii}.$$

Taking $f=1$ gives $N(N-1)/2$ pairs. The proof splits each term by the three possible orderings of $i$ and $j$.

```lean
/-- A symmetric double sum over particles is twice the sum over pairs plus the diagonal. -/
theorem sum_eq_two_pairs (f : Fin N → Fin N → ℝ) (hf : ∀ i j, f i j = f j i) :
    ∑ i, ∑ j, f i j = 2 * ∑ p ∈ pairs N, f p.1 p.2 + ∑ i, f i i := by
  have h1 : ∑ p ∈ pairs N, f p.1 p.2 = ∑ i, ∑ j, if i < j then f i j else 0 := by
    simp only [pairs, Finset.sum_filter, Fintype.sum_prod_type]
  have h2 : ∑ p ∈ pairs N, f p.1 p.2 = ∑ i, ∑ j, if j < i then f i j else 0 := by
    rw [h1, Finset.sum_comm]
    refine Finset.sum_congr rfl fun i _ => Finset.sum_congr rfl fun j _ => ?_
    rw [hf j i]
  have h3 : ∑ i, f i i = ∑ i, ∑ j, if i = j then f i j else 0 := by simp
  calc ∑ i, ∑ j, f i j
      = ∑ i, ∑ j, ((if i < j then f i j else 0) + (if j < i then f i j else 0)
          + (if i = j then f i j else 0)) := by
        refine Finset.sum_congr rfl fun i _ => Finset.sum_congr rfl fun j _ => ?_
        rcases lt_trichotomy i j with h | h | h
        · simp [h, lt_asymm h, h.ne]
        · subst h
          simp
        · simp [h, lt_asymm h, h.ne']
    _ = _ := by
        simp only [Finset.sum_add_distrib]
        rw [← h1, ← h2, ← h3]
        ring
```

Expanding the squared distances gives

$$\sum_{i,j}\|x_i-x_j\|^2=2N\sum_i\|x_i\|^2-2\Big\|\sum_i x_i\Big\|^2.$$

The diagonal vanishes, so the left side is twice the pair sum. Therefore

$$N\sum_i\|x_i\|^2=\sum_{i<j}\|x_i-x_j\|^2+\Big\|\sum_i x_i\Big\|^2.$$

In the proof, `hs` expands the squared norm of the sum and `e` is the expansion above.

```lean
/-- `N` times the sum of squared positions is the sum of squared pair distances plus the
squared length of the sum of the positions. -/
theorem sum_sq_eq_pairs (x : Fin N → E) :
    (N : ℝ) * ∑ i, ‖x i‖ ^ 2 = ∑ p ∈ pairs N, ‖x p.1 - x p.2‖ ^ 2 + ‖∑ i, x i‖ ^ 2 := by
  have h : ∑ i, ∑ j, ‖x i - x j‖ ^ 2
      = 2 * ∑ p ∈ pairs N, ‖x p.1 - x p.2‖ ^ 2 + ∑ i, ‖x i - x i‖ ^ 2 :=
    sum_eq_two_pairs (fun i j => ‖x i - x j‖ ^ 2) (fun i j => by
      show ‖x i - x j‖ ^ 2 = ‖x j - x i‖ ^ 2
      rw [norm_sub_rev])
  have hd : ∑ i, ‖x i - x i‖ ^ 2 = 0 := by simp
  have hs : ‖∑ i, x i‖ ^ 2 = ∑ i, ∑ j, inner ℝ (x i) (x j) := by
    rw [← real_inner_self_eq_norm_sq, sum_inner]
    simp only [inner_sum]
  have e : ∑ i, ∑ j, ‖x i - x j‖ ^ 2
      = 2 * ((N : ℝ) * ∑ i, ‖x i‖ ^ 2) - 2 * ‖∑ i, x i‖ ^ 2 := by
    rw [hs]
    simp only [norm_sub_sq_real, Finset.sum_add_distrib, Finset.sum_sub_distrib,
      ← Finset.mul_sum, Finset.sum_const, Finset.card_univ, Fintype.card_fin, nsmul_eq_mul]
    ring
  linarith
```

Distinct positions, expressed by `Function.Injective x`, make every distance $r_{ij}=\|x_i-x_j\|$ positive.

```lean
omit [InnerProductSpace ℝ E] in
/-- Particles at distinct positions have positive pair distances. -/
theorem pair_dist_pos {x : Fin N → E} (hx : Function.Injective x) {p : Fin N × Fin N}
    (hp : p ∈ pairs N) : 0 < ‖x p.1 - x p.2‖ := by
  have h : p.1 < p.2 := by simpa [pairs] using hp
  exact norm_pos_iff.mpr (sub_ne_zero.mpr (hx.ne h.ne))
```

## The energy above the bound

Let $s^3=k/N$. The trap now acts as a spring of constant $k/N$ between each pair, plus a centre-of-mass term. For one pair at distance $r$,

$$\frac{s^3r^2}2+\frac1r-\frac{3s}2=\frac{s^3r^3-3sr+2}{2r}=\frac{(sr-1)^2(sr+2)}{2r}.$$

Summing over the $N(N-1)/2$ pairs gives

$$V-\frac34N(N-1)s=\frac{k}{2N}\Big\|\sum_i x_i\Big\|^2+\sum_{i<j}\frac{(sr_{ij}-1)^2(sr_{ij}+2)}{2r_{ij}}.$$

In the proof, `ht` is the one-pair identity, and `linear_combination` joins it to the spring identity and the pair count.

```lean
/-- For `N ≥ 1` unit charges at distinct positions and `s ^ 3 = k / N`, the energy above
`(3/4) N (N-1) s` is a centre-of-mass term plus one term for each pair, which vanishes when `s`
times the distance is 1. -/
theorem excess_energy (hN : 0 < N) {k s : ℝ} (hs : s ^ 3 = k / N) {x : Fin N → E}
    (hx : Function.Injective x) :
    energy k x - 3 / 4 * N * (N - 1) * s = k / (2 * N) * ‖∑ i, x i‖ ^ 2
      + ∑ p ∈ pairs N, (s * ‖x p.1 - x p.2‖ - 1) ^ 2 * (s * ‖x p.1 - x p.2‖ + 2)
          / (2 * ‖x p.1 - x p.2‖) := by
  have hN' : (N : ℝ) ≠ 0 := by exact_mod_cast hN.ne'
  have hL := sum_sq_eq_pairs x
  -- the number of pairs
  have hc := sum_eq_two_pairs (N := N) (fun _ _ => 1) (fun _ _ => rfl)
  simp only [Finset.sum_const, Finset.card_univ, Fintype.card_fin, nsmul_eq_mul, mul_one] at hc
  have hk : k / N * N = k := div_mul_cancel₀ k hN'
  -- each pair: a spring of constant k / N and a Coulomb repulsion
  have ht : ∀ p ∈ pairs N, (s * ‖x p.1 - x p.2‖ - 1) ^ 2 * (s * ‖x p.1 - x p.2‖ + 2)
      / (2 * ‖x p.1 - x p.2‖)
      = k / N / 2 * ‖x p.1 - x p.2‖ ^ 2 + 1 / ‖x p.1 - x p.2‖ - 3 / 2 * s := by
    intro p hp
    have hr := (pair_dist_pos hx hp).ne'
    rw [← hs]
    field_simp
    ring
  rw [Finset.sum_congr rfl ht, Finset.sum_sub_distrib, Finset.sum_add_distrib,
    ← Finset.mul_sum, Finset.sum_const, nsmul_eq_mul]
  unfold energy trapEnergy repulsion
  linear_combination (k / N / 2) * hL - (3 / 4 * s) * hc - ((∑ i, ‖x i‖ ^ 2) / 2) * hk
```

The number $s$ is the real cube root of $k/N$, written as a real power.

```lean
/-- The cube of the real cube root of a positive number is that number. -/
theorem cube_root_cube {a : ℝ} (ha : 0 < a) : (a ^ ((1 : ℝ) / 3)) ^ 3 = a := by
  rw [← Real.rpow_natCast, ← Real.rpow_mul ha.le]
  norm_num
```

With $k>0$ and $s>0$, every term on the right of the excess formula is nonnegative, which proves the bound. Equality forces each term to vanish, so $\sum_i x_i=0$ and $sr_{ij}=1$, that is, $r_{ij}=(N/k)^{1/3}$. Conversely, these conditions make every term zero. For $N=1$ there are no pairs, and the bound is zero.

It is easy to leave injectivity out of the Lean statement. Since Lean sets $1/0=0$, placing all charges at the origin would then give energy zero, below the bound for $N\ge2$.

```lean
/-- The energy of `N ≥ 1` unit charges at distinct positions in a trap with `k > 0` is at least
`(3/4) N (N-1) (k/N)^(1/3)`, with equality exactly when the positions sum to zero and all pair
distances equal `(N/k)^(1/3)`. -/
theorem wigner_molecule_bound (hN : 0 < N) {k : ℝ} (hk : 0 < k) {x : Fin N → E}
    (hx : Function.Injective x) :
    3 / 4 * N * (N - 1) * (k / N) ^ ((1 : ℝ) / 3) ≤ energy k x ∧
    (energy k x = 3 / 4 * N * (N - 1) * (k / N) ^ ((1 : ℝ) / 3) ↔
      ∑ i, x i = 0 ∧ ∀ i j, i ≠ j → ‖x i - x j‖ = (N / k) ^ ((1 : ℝ) / 3)) := by
  have hN' : (0 : ℝ) < N := by exact_mod_cast hN
  have hq : 0 < k / N := div_pos hk hN'
  have hinv : ((N : ℝ) / k) ^ ((1 : ℝ) / 3) = ((k / N) ^ ((1 : ℝ) / 3))⁻¹ := by
    rw [← Real.inv_rpow hq.le, inv_div]
  have hs3 := cube_root_cube hq
  have hs : 0 < (k / N) ^ ((1 : ℝ) / 3) := Real.rpow_pos_of_pos hq _
  rw [hinv]
  generalize (k / N) ^ ((1 : ℝ) / 3) = s at hs3 hs ⊢
  have hE := excess_energy hN hs3 hx
  have hM : 0 ≤ k / (2 * N) * ‖∑ i, x i‖ ^ 2 := by positivity
  have hT : ∀ p ∈ pairs N, 0 ≤ (s * ‖x p.1 - x p.2‖ - 1) ^ 2 * (s * ‖x p.1 - x p.2‖ + 2)
      / (2 * ‖x p.1 - x p.2‖) := fun p _ => by positivity
  have hS := Finset.sum_nonneg hT
  refine ⟨by linarith, fun h => ?_, fun ⟨h0, hd⟩ => ?_⟩
  · -- both nonnegative contributions vanish
    have hM0 : k / (2 * N) * ‖∑ i, x i‖ ^ 2 = 0 := by linarith
    have hS0 := (Finset.sum_eq_zero_iff_of_nonneg hT).mp (by linarith)
    have key : ∀ i j, i < j → ‖x i - x j‖ = s⁻¹ := by
      intro i j hij
      have hp : (i, j) ∈ pairs N := by simpa [pairs] using hij
      have hr : 0 < ‖x i - x j‖ := pair_dist_pos hx hp
      have h0 : (s * ‖x i - x j‖ - 1) ^ 2 * (s * ‖x i - x j‖ + 2)
          / (2 * ‖x i - x j‖) = 0 := hS0 (i, j) hp
      have h2 : (s * ‖x i - x j‖ - 1) ^ 2 = 0 := by
        by_contra hne
        have h3 := lt_of_le_of_ne (sq_nonneg (s * ‖x i - x j‖ - 1)) (Ne.symm hne)
        exact (div_pos (mul_pos h3 (by positivity)) (by positivity)).ne' h0
      have h4 := (pow_eq_zero_iff two_ne_zero).mp h2
      exact (inv_eq_of_mul_eq_one_right (by linarith)).symm
    refine ⟨?_, fun i j hij => ?_⟩
    · have h1 := (mul_eq_zero.mp hM0).resolve_left (by positivity)
      exact norm_eq_zero.mp ((pow_eq_zero_iff two_ne_zero).mp h1)
    · rcases lt_or_gt_of_ne hij with h1 | h1
      · exact key i j h1
      · rw [norm_sub_rev]
        exact key j i h1
  · have hS0 : ∑ p ∈ pairs N, (s * ‖x p.1 - x p.2‖ - 1) ^ 2 * (s * ‖x p.1 - x p.2‖ + 2)
        / (2 * ‖x p.1 - x p.2‖) = 0 := by
      refine Finset.sum_eq_zero fun p hp => ?_
      have h : p.1 < p.2 := by simpa [pairs] using hp
      rw [hd _ _ h.ne, mul_inv_cancel₀ hs.ne']
      simp
    rw [hS0, h0, norm_zero] at hE
    linarith
```

## Energy shares and an arrangement that attains the bound

At equality, write $l=(N/k)^{1/3}$ and let $P$ be the number of pairs. The repulsion is $P/l$. By the spring identity, the trap energy is

$$\frac k2\cdot\frac{Pl^2}{N}=\frac{P}{2l},$$

because $kl^3=N$. The repulsion is therefore twice the trap energy.

```lean
/-- If `N ≥ 1` unit charges at distinct positions in a trap with `k > 0` attain the lower bound,
their Coulomb repulsion is twice their trap energy. -/
theorem repulsion_eq_two_trap (hN : 0 < N) {k : ℝ} (hk : 0 < k) {x : Fin N → E}
    (hx : Function.Injective x)
    (h : energy k x = 3 / 4 * N * (N - 1) * (k / N) ^ ((1 : ℝ) / 3)) :
    repulsion x = 2 * trapEnergy k x := by
  have hN' : (0 : ℝ) < N := by exact_mod_cast hN
  obtain ⟨h0, hd⟩ := (wigner_molecule_bound hN hk hx).2.mp h
  have hl3 := cube_root_cube (div_pos hN' hk)
  have hl : 0 < ((N : ℝ) / k) ^ ((1 : ℝ) / 3) := Real.rpow_pos_of_pos (div_pos hN' hk) _
  generalize ((N : ℝ) / k) ^ ((1 : ℝ) / 3) = l at hd hl3 hl
  have hkl : k * l ^ 3 = N := by rw [hl3, mul_div_cancel₀ _ hk.ne']
  have hp : ∀ p ∈ pairs N, ‖x p.1 - x p.2‖ = l := fun p hp => by
    have h : p.1 < p.2 := by simpa [pairs] using hp
    exact hd _ _ h.ne
  have hR : repulsion x = (pairs N).card * (1 / l) := by
    unfold repulsion
    rw [Finset.sum_congr rfl (fun p h => by rw [hp p h]), Finset.sum_const, nsmul_eq_mul]
  have hD : ∑ p ∈ pairs N, ‖x p.1 - x p.2‖ ^ 2 = (pairs N).card * l ^ 2 := by
    rw [Finset.sum_congr rfl (fun p h => by rw [hp p h]), Finset.sum_const, nsmul_eq_mul]
  have hL := sum_sq_eq_pairs x
  rw [hD, h0, norm_zero] at hL
  rw [hR, mul_one_div, div_eq_iff hl.ne']
  unfold trapEnergy
  apply mul_left_cancel₀ hN'.ne'
  linear_combination (-(k * l)) * hL - ((pairs N).card : ℝ) * hkl
```

To attain the bound, take orthonormal vectors $u_i$, subtract their mean and rescale:

$$y_i=\frac{l}{\sqrt2}\Big(u_i-\frac1N\sum_j u_j\Big).$$

```lean
/-- For `N ≥ 1`, the vector `u i` minus the mean of all the `u j`, scaled by `l / √2`. For
orthonormal `u` and `l > 0` these points are the vertices of a centred regular simplex. -/
def simplex (l : ℝ) (u : Fin N → E) (i : Fin N) : E :=
  (l / √2) • (u i - (1 / (N : ℝ)) • ∑ j, u j)
```

The $y_i$ sum to zero. For $i\ne j$, $\|u_i-u_j\|^2=2$, so $\|y_i-y_j\|=l$. The vertices are thus distinct, and the equality condition applies.

The theorem needs $N$ orthonormal vectors, hence a space of dimension at least $N$. Elementary geometry, not formalised here, adds that $\mathbb R^3$ holds at most four mutually equidistant points: four charges at the vertices of a centred regular tetrahedron of edge $l$ still attain the bound there, while five or more charges always lie strictly above it.

```lean
/-- For `N ≥ 1` and `k > 0`, the simplex on `N` orthonormal vectors with `l = (N/k)^(1/3)`
has distinct vertices and attains the lower bound. -/
theorem simplex_attains (hN : 0 < N) {k : ℝ} (hk : 0 < k) {u : Fin N → E}
    (hu : Orthonormal ℝ u) :
    Function.Injective (simplex ((N / k) ^ ((1 : ℝ) / 3)) u) ∧
    energy k (simplex ((N / k) ^ ((1 : ℝ) / 3)) u)
      = 3 / 4 * N * (N - 1) * (k / N) ^ ((1 : ℝ) / 3) := by
  have hN' : (0 : ℝ) < N := by exact_mod_cast hN
  have hl : 0 < ((N : ℝ) / k) ^ ((1 : ℝ) / 3) := Real.rpow_pos_of_pos (div_pos hN' hk) _
  have hd : ∀ l : ℝ, 0 < l → ∀ i j, i ≠ j → ‖simplex l u i - simplex l u j‖ = l := by
    intro l hl i j hij
    have h2 : ‖u i - u j‖ ^ 2 = 2 := by
      rw [norm_sub_sq_real, hu.1 i, hu.1 j, hu.2 hij]
      norm_num
    have h3 : ‖u i - u j‖ = √2 :=
      (Real.sqrt_sq (norm_nonneg _)).symm.trans (by rw [h2])
    have h4 : simplex l u i - simplex l u j = (l / √2) • (u i - u j) := by
      unfold simplex
      module
    rw [h4, norm_smul, Real.norm_of_nonneg (by positivity), h3,
      div_mul_cancel₀ _ (by positivity)]
  have h0 : ∀ l : ℝ, ∑ i, simplex l u i = 0 := by
    intro l
    simp only [simplex]
    rw [← Finset.smul_sum, Finset.sum_sub_distrib, Finset.sum_const, Finset.card_univ,
      Fintype.card_fin, ← Nat.cast_smul_eq_nsmul ℝ, smul_smul, mul_one_div_cancel hN'.ne',
      one_smul, sub_self, smul_zero]
  have hinj : Function.Injective (simplex ((N / k) ^ ((1 : ℝ) / 3)) u) := by
    intro i j hij
    by_contra hne
    have h := hd _ hl i j hne
    rw [hij, sub_self, norm_zero] at h
    exact hl.ne h
  exact ⟨hinj, (wigner_molecule_bound hN hk hinj).2.mpr ⟨h0 _, hd _ hl⟩⟩

end

end WignerMolecule
```

```lean
#print axioms WignerMolecule.repulsion_eq_two_trap
#print axioms WignerMolecule.simplex_attains
```

```
'WignerMolecule.repulsion_eq_two_trap' depends on axioms: [propext, Classical.choice, Quot.sound]
'WignerMolecule.simplex_attains' depends on axioms: [propext, Classical.choice, Quot.sound]
```
